# One-centre integrals δ_ij δ_kl g_ik keep their form under every orthogonal change of orbitals exactly when all g_ik are equal

**Q:** Before you claim anything about CNDO, what are the objects, and in which convention?

**A:** There are finitely many real orthonormal orbitals on one atom, labelled by the type `n`. The integral \((ij|kl)\) has electron 1 in the product \(ij\) and electron 2 in \(kl\).

```lean
import Mathlib

open Matrix

namespace CNDOInvariance

noncomputable section

variable {n : Type*} [Fintype n] [DecidableEq n]
```

Row \(a\) of a real matrix \(U\) holds the coefficients of the new orbital \(\phi'_a=\sum_i U_{ai}\phi_i\). All four indices transform:
\[ T'_{abcd}=\sum_{ijkl}U_{ai}U_{bj}U_{ck}U_{dl}\,T_{ijkl}. \]

```lean
/-- The two-electron tensor `(ij|kl)` after the change of real orbitals `U` in all four indices. -/
def rotate (U : Matrix n n ℝ) (T : n → n → n → n → ℝ) (a b c d : n) : ℝ :=
  ∑ i, ∑ j, ∑ k, ∑ l, U a i * U b j * U c k * U d l * T i j k l
```

CNDO (complete neglect of differential overlap) rests on zero differential overlap (ZDO), which discards every product of two different orbitals. What remains is a table of Coulomb integrals \(g_{ik}=(ii|kk)\), with \(g_{ik}=g_{ki}\) not assumed. The identity matrix `1` serves as the Kronecker delta.

```lean
/-- One-centre integrals with zero differential overlap: `(ij|kl) = δ_ij δ_kl g_ik`. -/
def zdo (g : n → n → ℝ) (i j k l : n) : ℝ :=
  (1 : Matrix n n ℝ) i j * (1 : Matrix n n ℝ) k l * g i k
```

**Q:** Must the rotated tensor have the same table? That would be a lot to ask.

**A:** No. `IsZDO` accepts any new table.

```lean
/-- A tensor has the zero-differential-overlap form if it is `δ_ij δ_kl g_ik` for some table `g`. -/
def IsZDO (T : n → n → n → n → ℝ) : Prop := ∃ g : n → n → ℝ, T = zdo g
```

For comparison, here is a tensor that retains exchange, with two parameters \(J\) and \(K\). Its Lean name recalls INDO (intermediate neglect of differential overlap), whose one-centre integrals have this form within a p shell. For an s and p set INDO has further parameters, and its integrals are not of this form in general.

```lean
/-- The integrals `J δ_ij δ_kl + K (δ_ik δ_jl + δ_il δ_jk)`, which retain one-centre exchange. -/
def indo (J K : ℝ) (i j k l : n) : ℝ :=
  J * ((1 : Matrix n n ℝ) i j * (1 : Matrix n n ℝ) k l)
    + K * ((1 : Matrix n n ℝ) i k * (1 : Matrix n n ℝ) j l
      + (1 : Matrix n n ℝ) i l * (1 : Matrix n n ℝ) j k)
```

**Q:** How do you test "every" orthogonal change?

**A:** One reflection per pair of distinct orbitals \(p,q\) is enough. Let \(e_p,e_q\) be their unit vectors, \(v=e_p+2e_q\) and \(M=1-\tfrac25vv^T\).

```lean
/-- The vector `e_p + 2 e_q` in the space of orbitals. -/
def mixVec (p q i : n) : ℝ := (1 : Matrix n n ℝ) p i + 2 * (1 : Matrix n n ℝ) q i

/-- The matrix `1 - (2/5) v vᵀ` with `v = e_p + 2 e_q`; for `p ≠ q` it mixes these two orbitals. -/
def mixer (p q : n) : Matrix n n ℝ :=
  fun a i => (1 : Matrix n n ℝ) a i - 2 / 5 * mixVec p q a * mixVec p q i
```

Its rows \(p\) and \(q\), restricted to the pair, are \((\tfrac35,-\tfrac45)\) and \((-\tfrac45,-\tfrac35)\). Every other orbital is unchanged.

**Q:** What does it do to the integrals?

**A:** First the deltas remove two of the four sums:
\[ T'_{abcd}=\sum_{ik}U_{ai}U_{bi}U_{ck}U_{dk}\,g_{ik}. \]
In Lean, `Finset.sum_eq_single` keeps only \(j=i\) and \(l=k\).

```lean
/-- Summation against a Kronecker delta selects one orbital. -/
theorem sum_delta (a : n) (f : n → ℝ) : ∑ i, (1 : Matrix n n ℝ) a i * f i = f a := by
  simp [Matrix.one_apply]

/-- For zero-differential-overlap integrals the fourfold transformation is a double sum. -/
theorem rotate_zdo (U : Matrix n n ℝ) (g : n → n → ℝ) (a b c d : n) :
    rotate U (zdo g) a b c d = ∑ i, ∑ k, U a i * U b i * U c k * U d k * g i k := by
  unfold rotate
  refine Finset.sum_congr rfl fun i _ => ?_
  rw [Finset.sum_eq_single i]
  · refine Finset.sum_congr rfl fun k _ => ?_
    rw [Finset.sum_eq_single k]
    · simp [zdo]
    · intro l _ h
      simp [zdo, Matrix.one_apply_ne h.symm]
    · intro h
      exact absurd (Finset.mem_univ _) h
  · intro j _ h
    simp [zdo, Matrix.one_apply_ne h.symm]
  · intro h
    exact absurd (Finset.mem_univ _) h
```

Since \(v\cdot v=5\), we have \(MM^T=1-\tfrac45vv^T+\tfrac4{25}\cdot5\,vv^T=1\). The next proof expands the same product entry by entry.

```lean
/-- For two distinct orbitals the mixing matrix is orthogonal. -/
theorem mixer_orthogonal {p q : n} (hpq : p ≠ q) : mixer p q * (mixer p q)ᵀ = 1 := by
  -- the squared length of the mixing vector is 5
  have hv : ∑ i, mixVec p q i * mixVec p q i = 5 := by
    have h : ∑ i, mixVec p q i * mixVec p q i
        = ∑ i, (1 : Matrix n n ℝ) p i * mixVec p q i
          + 2 * ∑ i, (1 : Matrix n n ℝ) q i * mixVec p q i := by
      rw [Finset.mul_sum, ← Finset.sum_add_distrib]
      refine Finset.sum_congr rfl fun i _ => ?_
      simp only [mixVec]
      ring
    rw [h, sum_delta, sum_delta]
    norm_num [mixVec, Matrix.one_apply_ne hpq, Matrix.one_apply_ne hpq.symm]
  ext a b
  simp only [Matrix.mul_apply, Matrix.transpose_apply, mixer]
  have h : ∑ i, ((1 : Matrix n n ℝ) a i - 2 / 5 * mixVec p q a * mixVec p q i)
        * ((1 : Matrix n n ℝ) b i - 2 / 5 * mixVec p q b * mixVec p q i)
      = ∑ i, (1 : Matrix n n ℝ) b i
          * ((1 : Matrix n n ℝ) a i - 2 / 5 * mixVec p q a * mixVec p q i)
        - 2 / 5 * mixVec p q b * ∑ i, (1 : Matrix n n ℝ) a i * mixVec p q i
        + 4 / 25 * mixVec p q a * mixVec p q b * ∑ i, mixVec p q i * mixVec p q i := by
    rw [Finset.mul_sum, Finset.mul_sum, ← Finset.sum_sub_distrib, ← Finset.sum_add_distrib]
    refine Finset.sum_congr rfl fun i _ => ?_
    ring
  rw [h, sum_delta b (fun i => (1 : Matrix n n ℝ) a i - 2 / 5 * mixVec p q a * mixVec p q i),
    sum_delta a (mixVec p q), hv]
  ring
```

Now put \(d_k=g_{qk}-g_{pk}\). The product \(M_{pi}M_{qi}\) is \(-\tfrac{12}{25}\) at \(i=p\), \(+\tfrac{12}{25}\) at \(i=q\), and zero elsewhere. ZDO form requires \((pq|cc)'=0\), so
\[ \tfrac{12}{25}\sum_k M_{ck}^2\,d_k=0\quad\text{for every }c. \]
Taking \(c=p\) and \(c=q\) gives \(9d_p+16d_q=0\) and \(16d_p+9d_q=0\), hence \(d_p=d_q=0\). For \(k\) outside the pair, \(c=k\) gives \(d_k=0\). With a 45° mixing these two choices of \(c\) would give the same equation, and \((pq|pq)'=0\) would have to supply the second one.

In the code, `upq`, `upp` and `uqq` are the products of rows, `hz` is the vanishing condition, and `linarith` solves the equations.

```lean
/-- If every orthogonal change of orbitals keeps the zero-differential-overlap form, then `g_pk`
does not depend on its first orbital. -/
theorem first_index_eq {g : n → n → ℝ}
    (h : ∀ U : Matrix n n ℝ, U * Uᵀ = 1 → IsZDO (rotate U (zdo g))) (p q k : n) :
    g p k = g q k := by
  by_cases hpq : p = q
  · rw [hpq]
  have hx : ∀ r i : n, (1 : Matrix n n ℝ) r i * (1 : Matrix n n ℝ) r i
      = (1 : Matrix n n ℝ) r i := by
    intro r i
    simp only [Matrix.one_apply]
    split_ifs <;> simp
  have hxy : ∀ i : n, (1 : Matrix n n ℝ) p i * (1 : Matrix n n ℝ) q i = 0 := by
    intro i
    by_cases hi : p = i
    · have hq : q ≠ i := fun e => hpq (hi.trans e.symm)
      simp [Matrix.one_apply_ne hq]
    · simp [Matrix.one_apply_ne hi]
  have ps : ∀ (α β : ℝ) (f : n → ℝ),
      ∑ i, (α * (1 : Matrix n n ℝ) p i + β * (1 : Matrix n n ℝ) q i) * f i
        = α * f p + β * f q := by
    intro α β f
    rw [← sum_delta p f, ← sum_delta q f, Finset.mul_sum, Finset.mul_sum,
      ← Finset.sum_add_distrib]
    refine Finset.sum_congr rfl fun i _ => ?_
    ring
  -- the two mixed orbitals
  have up : ∀ i, mixer p q p i
      = 3 / 5 * (1 : Matrix n n ℝ) p i - 4 / 5 * (1 : Matrix n n ℝ) q i := by
    intro i
    simp only [mixer, mixVec, Matrix.one_apply_eq, Matrix.one_apply_ne (Ne.symm hpq)]
    ring
  have uq : ∀ i, mixer p q q i
      = -4 / 5 * (1 : Matrix n n ℝ) p i - 3 / 5 * (1 : Matrix n n ℝ) q i := by
    intro i
    simp only [mixer, mixVec, Matrix.one_apply_eq, Matrix.one_apply_ne hpq]
    ring
  have upq : ∀ i, mixer p q p i * mixer p q q i
      = -12 / 25 * (1 : Matrix n n ℝ) p i + 12 / 25 * (1 : Matrix n n ℝ) q i := by
    intro i
    rw [up, uq]
    linear_combination (-12 / 25) * hx p i + 12 / 25 * hx q i + 7 / 25 * hxy i
  have upp : ∀ i, mixer p q p i * mixer p q p i
      = 9 / 25 * (1 : Matrix n n ℝ) p i + 16 / 25 * (1 : Matrix n n ℝ) q i := by
    intro i
    rw [up]
    linear_combination 9 / 25 * hx p i + 16 / 25 * hx q i - 24 / 25 * hxy i
  have uqq : ∀ i, mixer p q q i * mixer p q q i
      = 16 / 25 * (1 : Matrix n n ℝ) p i + 9 / 25 * (1 : Matrix n n ℝ) q i := by
    intro i
    rw [uq]
    linear_combination 16 / 25 * hx p i + 9 / 25 * hx q i + 24 / 25 * hxy i
  -- the rotated integral (pq|cc) has to vanish
  have hz : ∀ c, ∑ k, mixer p q c k * mixer p q c k * (g q k - g p k) = 0 := by
    intro c
    have h0 : rotate (mixer p q) (zdo g) p q c c = 0 := by
      obtain ⟨g', hg'⟩ := h _ (mixer_orthogonal hpq)
      rw [hg']
      simp [zdo, Matrix.one_apply_ne hpq]
    have h1 : ∀ k, ∑ i, mixer p q p i * mixer p q q i * mixer p q c k * mixer p q c k * g i k
        = 12 / 25 * (mixer p q c k * mixer p q c k * (g q k - g p k)) := by
      intro k
      have h2 := ps (-12 / 25) (12 / 25) (fun i => mixer p q c k * mixer p q c k * g i k)
      simp only [← upq] at h2
      calc _ = ∑ i, mixer p q p i * mixer p q q i
              * (mixer p q c k * mixer p q c k * g i k) :=
            Finset.sum_congr rfl fun i _ => by ring
        _ = _ := by rw [h2]; ring
    rw [rotate_zdo, Finset.sum_comm, Finset.sum_congr rfl fun k _ => h1 k,
      ← Finset.mul_sum] at h0
    linarith
  have sp := hz p
  have sq := hz q
  simp only [upp, ps] at sp
  simp only [uqq, ps] at sq
  by_cases hkp : k = p
  · rw [hkp]
    linarith
  by_cases hkq : k = q
  · rw [hkq]
    linarith
  -- an orbital outside the pair is left unchanged
  have ukk : ∀ i, mixer p q k i * mixer p q k i = (1 : Matrix n n ℝ) k i := by
    intro i
    simp only [mixer, mixVec, Matrix.one_apply_ne (Ne.symm hkp),
      Matrix.one_apply_ne (Ne.symm hkq)]
    linear_combination hx k i
  have sk := hz k
  simp only [ukk, sum_delta] at sk
  linarith
```

**Q:** Show me numbers.

**A:** Take two orbitals with \(g_{pp}=g_{qq}=10\) and \(g_{pq}=g_{qp}=8\), in any energy unit. Then \(d_p=-2\), \(d_q=2\), and
\[ (pq|pp)'=\tfrac{12}{25}\left(\tfrac{9}{25}(-2)+\tfrac{16}{25}(2)\right)=\tfrac{168}{625}\approx0.27. \]
An integral that ZDO sets to zero has appeared.

**Q:** And if the table is constant?

**A:** With \(g_{ik}=\gamma\), the double sum factorises and orthonormal rows give
\[ T'_{abcd}=\gamma\sum_iU_{ai}U_{bi}\sum_kU_{ck}U_{dk}=\gamma\,\delta_{ab}\delta_{cd}. \]

```lean
/-- Integrals `δ_ij δ_kl γ` with a single number `γ` are unchanged by every orthogonal change of
orbitals. -/
theorem rotate_zdo_const {U : Matrix n n ℝ} (hU : U * Uᵀ = 1) (γ : ℝ) :
    rotate U (zdo fun _ _ => γ) = zdo fun _ _ => γ := by
  have h : ∀ a b, ∑ i, U a i * U b i = (1 : Matrix n n ℝ) a b := by
    intro a b
    have := congrFun (congrFun hU a) b
    simpa only [Matrix.mul_apply, Matrix.transpose_apply] using this
  funext a b c d
  rw [rotate_zdo]
  simp only [zdo]
  rw [← h a b, ← h c d, Finset.sum_mul_sum, Finset.sum_mul]
  refine Finset.sum_congr rfl fun i _ => ?_
  rw [Finset.sum_mul]
  refine Finset.sum_congr rfl fun k _ => ?_
  ring
```

**Q:** You have only treated the first index of \(g\).

**A:** Exchanging the electrons replaces \(g\) by its transpose and \(T'_{abcd}\) by \(T'_{cdab}\), which preserves ZDO form. The same lemma then handles the second index, so \(g_{ik}=g_{ok}=g_{oo}\) for a fixed orbital \(o\). With no orbitals at all, any \(\gamma\) will do.

```lean
/-- One-centre integrals `δ_ij δ_kl g_ik` keep the zero-differential-overlap form under every
orthogonal change of orbitals if and only if all `g_ik` are equal. -/
theorem zdo_form_iff (g : n → n → ℝ) :
    (∀ U : Matrix n n ℝ, U * Uᵀ = 1 → IsZDO (rotate U (zdo g))) ↔
      ∃ γ : ℝ, ∀ i k, g i k = γ := by
  constructor
  · intro h
    -- exchanging the two electrons gives the statement for the second index
    have h' : ∀ U : Matrix n n ℝ, U * Uᵀ = 1 → IsZDO (rotate U (zdo fun i k => g k i)) := by
      intro U hU
      obtain ⟨g', hg'⟩ := h U hU
      refine ⟨fun i k => g' k i, ?_⟩
      funext a b c d
      have e : rotate U (zdo fun i k => g k i) a b c d = rotate U (zdo g) c d a b := by
        rw [rotate_zdo, rotate_zdo, Finset.sum_comm]
        refine Finset.sum_congr rfl fun i _ => Finset.sum_congr rfl fun k _ => ?_
        ring
      rw [e, hg']
      simp only [zdo]
      ring
    rcases isEmpty_or_nonempty n with hn | ⟨⟨o⟩⟩
    · exact ⟨0, fun i => hn.elim i⟩
    · exact ⟨g o o, fun i k => (first_index_eq h i o k).trans (first_index_eq h' k o o)⟩
  · rintro ⟨γ, hγ⟩ U hU
    have hg : g = fun _ _ => γ := by
      funext i k
      exact hγ i k
    rw [hg]
    exact ⟨_, rotate_zdo_const hU γ⟩
```

Strict invariance is equivalent to the same condition: an unchanged tensor certainly has ZDO form, and a constant table was shown above to give an unchanged tensor.

```lean
/-- One-centre integrals `δ_ij δ_kl g_ik` are unchanged by every orthogonal change of orbitals if
and only if all `g_ik` are equal. -/
theorem zdo_invariant_iff (g : n → n → ℝ) :
    (∀ U : Matrix n n ℝ, U * Uᵀ = 1 → rotate U (zdo g) = zdo g) ↔
      ∃ γ : ℝ, ∀ i k, g i k = γ := by
  constructor
  · intro h
    exact (zdo_form_iff g).1 fun U hU => ⟨g, h U hU⟩
  · rintro ⟨γ, hγ⟩ U hU
    have hg : g = fun _ _ => γ := by
      funext i k
      exact hγ i k
    rw [hg]
    exact rotate_zdo_const hU γ
```

**Q:** So CNDO must use one number per atom?

**A:** Yes for the one-centre integrals, if you demand invariance under all orthogonal mixings of the chosen orbitals. For an s and p set that includes hybridisation. Spatial rotations alone are a weaker demand: they would allow separate ss, sp and pp values, a remark I make without a formal proof. Two-centre integrals do not enter, and the value of \(\gamma\) is left open.

**Q:** Yet real Coulomb integrals differ.

**A:** Some of them may, once exchange is kept. In the tensor `indo`, \((ii|ii)\) can differ from \((ii|kk)\) with \(k\ne i\), though all the latter are still equal. Each exchange term is the constant Coulomb tensor with its indices permuted, and all indices transform with the same \(U\), so each term is invariant separately. Lean reorders the sums in `e2` and `e3`, and splits the tensor in `e1`.

```lean
/-- The integrals `J δ_ij δ_kl + K (δ_ik δ_jl + δ_il δ_jk)` are unchanged by every orthogonal change
of orbitals, for all `J` and `K`. -/
theorem indo_invariant {U : Matrix n n ℝ} (hU : U * Uᵀ = 1) (J K : ℝ) :
    rotate U (indo J K) = indo J K := by
  funext a b c d
  -- each exchange term is a Coulomb term with its indices permuted
  have e2 : rotate U (zdo fun _ _ => K) a c b d = ∑ i, ∑ j, ∑ k, ∑ l,
      U a i * U b j * U c k * U d l * zdo (fun _ _ => K) i k j l := by
    unfold rotate
    refine Finset.sum_congr rfl fun i _ => Finset.sum_comm.trans ?_
    refine Finset.sum_congr rfl fun j _ => Finset.sum_congr rfl fun k _ =>
      Finset.sum_congr rfl fun l _ => ?_
    ring
  have e3 : rotate U (zdo fun _ _ => K) a d b c = ∑ i, ∑ j, ∑ k, ∑ l,
      U a i * U b j * U c k * U d l * zdo (fun _ _ => K) i l j k := by
    unfold rotate
    refine Finset.sum_congr rfl fun i _ => Finset.sum_comm.trans ?_
    refine Finset.sum_congr rfl fun j _ => Finset.sum_comm.trans ?_
    refine Finset.sum_congr rfl fun k _ => Finset.sum_congr rfl fun l _ => ?_
    ring
  have e1 : rotate U (indo J K) a b c d = rotate U (zdo fun _ _ => J) a b c d
      + rotate U (zdo fun _ _ => K) a c b d + rotate U (zdo fun _ _ => K) a d b c := by
    rw [e2, e3]
    simp only [rotate, ← Finset.sum_add_distrib]
    refine Finset.sum_congr rfl fun i _ => Finset.sum_congr rfl fun j _ =>
      Finset.sum_congr rfl fun k _ => Finset.sum_congr rfl fun l _ => ?_
    simp only [indo, zdo]
    ring
  rw [e1, rotate_zdo_const hU, rotate_zdo_const hU]
  simp only [indo, zdo]
  ring
```

For two distinct orbitals the integrals can be read off:

```lean
omit [Fintype n] in
/-- For distinct orbitals `i` and `j` the tensor `indo J K` has the entries `(ii|jj) = J`,
`(ij|ij) = K` and `(ii|ii) = J + 2K`. -/
theorem indo_integrals (J K : ℝ) {i j : n} (hij : i ≠ j) :
    indo J K i i j j = J ∧ indo J K i j i j = K ∧ indo J K i i i i = J + 2 * K := by
  refine ⟨?_, ?_, ?_⟩ <;>
    simp only [indo, Matrix.one_apply_eq, Matrix.one_apply_ne hij,
      Matrix.one_apply_ne hij.symm] <;>
    ring

end

end CNDOInvariance
```

With \(J=8\) and \(K=1\), the Coulomb integrals are the 10 and 8 of the example. Including \((pq|pq)=(pq|qp)=(qp|pq)=(qp|qp)=1\) restores the invariance that ZDO lost.

```lean
#print axioms CNDOInvariance.zdo_form_iff
-- 'CNDOInvariance.zdo_form_iff' depends on axioms: [propext, Classical.choice, Quot.sound]
#print axioms CNDOInvariance.zdo_invariant_iff
-- 'CNDOInvariance.zdo_invariant_iff' depends on axioms: [propext, Classical.choice, Quot.sound]
#print axioms CNDOInvariance.indo_invariant
-- 'CNDOInvariance.indo_invariant' depends on axioms: [propext, Classical.choice, Quot.sound]
#print axioms CNDOInvariance.indo_integrals
-- 'CNDOInvariance.indo_integrals' depends on axioms: [propext, Classical.choice, Quot.sound]
```
